# The local moment sum rule fixes one multiplier for the finite spherical model's saddle point and Onsager's reaction field

## A root with a negative susceptibility

A root finder can solve the local moment sum rule and still return an unphysical answer. Take two modes with couplings $J_1=1$, $J_2=-1$ at temperature $T=3/2$, and solve

$$\frac T2\left(\frac1{\mu-1}+\frac1{\mu+1}\right)=1 .$$

The roots are $\mu=2$ and $\mu=-1/2$. The first gives susceptibilities $1/(\mu-J_k)$ equal to $1$ and $1/3$. The second gives $-2/3$ and $2$, so one mode responds against its field. Uniqueness can therefore fail if $\mu$ need not lie above every coupling. With that condition there is exactly one root for any finite, nonempty set of real couplings and any $T>0$.

## Two theories, one sum rule

Let $J_k$ be the eigenvalues of a symmetric coupling matrix on $N$ sites, for classical spins with energy $-\frac12\sum_{ij}J_{ij}s_is_j$ and Boltzmann constant one.

The spherical model replaces fixed spin lengths by the single constraint $\sum_i s_i^2=N$. A multiplier $\mu$ is introduced for it, and the Gaussian integral over the modes leads, up to a factor and constants, to the potential per site

$$\Phi(\mu)=\mu-\frac TN\sum_k\log(\mu-J_k).$$

Onsager's theory corrects mean-field theory by subtracting a reaction field $r\langle s_i\rangle$, the part of the molecular field that a spin induces through its own neighbours; below, the coefficient $r$ itself is called the reaction field. One value of $r$ is used for all sites, which assumes that the sites are equivalent. In linear response about the unmagnetised state at zero field, each mode has a susceptibility $\chi_k>0$ with

$$\chi_k=\frac{1+(J_k-r)\chi_k}{T},\qquad \frac TN\sum_k\chi_k=1 .$$

The second equation is the local moment sum rule: thermal fluctuations must add up to a mean square moment of one per site.

## From both theories to the same equation

Write $M(\mu)=\frac TN\sum_k\frac1{\mu-J_k}$ for the local moment. Above all couplings, $\Phi'(\mu)=1-M(\mu)$, so a saddle point there is a solution of $M(\mu)=1$.

Multiplying Onsager's response equation by $T$ and collecting terms gives $(T+r-J_k)\chi_k=1$. Since $\chi_k>0$, also $T+r-J_k>0$, hence $\chi_k=1/(T+r-J_k)$. The sum rule becomes $M(T+r)=1$, with $T+r$ above all couplings. Conversely, these values of $\chi_k$ are positive and satisfy both equations.

## Exactly one solution

Each term of $M$ decreases strictly above all couplings, so $M=1$ has at most one solution there.

For existence, let $J_m$ be the largest coupling. At $\mu=J_m+T$ every $\mu-J_k$ is at least $T$, so $M\le\frac TN\cdot\frac NT=1$. At $\mu=J_m+T/N$ mode $m$ alone contributes $\frac TN\cdot\frac NT=1$ and the others are positive, so $M\ge1$. By continuity $M$ equals one somewhere between. For $N=1$ the two ends coincide and $\mu=J_m+T$.

## The bound by the mean coupling

Let $\bar J=\frac1N\sum_kJ_k$ and $x_k=\mu-J_k>0$. Expanding the square and using $M(\mu)=1$,

$$\frac1N\sum_k\frac{(x_k-T)^2}{x_k}=\frac1N\sum_k\left(x_k-2T+\frac{T^2}{x_k}\right)=\mu-\bar J-2T+T\,M(\mu)=\mu-\bar J-T .$$

The left side is nonnegative, so $\mu\ge T+\bar J$. Equality forces $x_k=T$ for every $k$, so all couplings coincide. Conversely, if all $J_k=c$, the sum rule reads $T/(\mu-c)=1$ and $\mu=T+c$. In terms of the reaction field the bound is $r\ge\bar J$. When no site couples to itself, $\bar J=0$ and $r\ge0$.

## What the Lean statement says

The modes form a finite type `ι`, with `Fintype.card ι` for $N$ and `J : ι → ℝ` for the couplings. `localMoment` is $M$, `meanCoupling` is $\bar J$ and `sphericalPotential` is $\Phi$. `IsSphericalSaddle` requires $\mu$ to lie above all couplings and $\Phi$ to have derivative zero there. `IsOnsagerSolution` contains positivity, the response equation and the sum rule; stability, $J_k<T+r$, is derived.

The final theorem, `spherical_onsager_same_multiplier`, gives a $\mu$ above all couplings that obeys the sum rule and the bound. It is the only spherical saddle point, and Onsager's equations hold exactly when $r=\mu-T$ and $\chi_k=1/(\mu-J_k)$. Uniqueness among solutions of the sum rule is `existsUnique_multiplier`, and the equality case is `mean_bound_eq_iff`.

The potential and Onsager's equations are taken as definitions, not derived from a partition function. For finite $N$ the stationary point of $\Phi$ imposes the spherical constraint only as a thermal average and is in general not the exact solution of the model with the strict constraint. The number of modes is finite, so every susceptibility stays finite at $T>0$, and an ordering temperature can appear only in a limit $N\to\infty$, which is not treated. For exchange couplings computed from electronic structure, the result gives a solver a safe bracket, $J_m+T/N\le\mu\le J_m+T$, within this classical model with finitely many modes and one-component spins. For three-component spins of unit length, $T$ is replaced by $3T$.

The saddle could also have been defined as the minimum of $\Phi$ above all couplings. Since $\Phi$ is convex there, its stationary point is its minimum, so this would select the same $\mu$.

```lean
import Mathlib

open Finset

namespace SphericalOnsager

noncomputable section

variable {ι : Type*} [Fintype ι] {J : ι → ℝ} {T μ : ℝ}

/-- The mean square moment per site, `(T/N) ∑ 1/(μ - J k)`, at multiplier `μ`. -/
def localMoment (J : ι → ℝ) (T μ : ℝ) : ℝ :=
  T / (Fintype.card ι : ℝ) * ∑ k, 1 / (μ - J k)

/-- The average of the couplings over all modes. -/
def meanCoupling (J : ι → ℝ) : ℝ := (∑ k, J k) / (Fintype.card ι : ℝ)

/-- The spherical-model potential per site as a function of the multiplier,
up to an overall factor and additive constants. -/
def sphericalPotential (J : ι → ℝ) (T μ : ℝ) : ℝ :=
  μ - T / (Fintype.card ι : ℝ) * ∑ k, Real.log (μ - J k)

/-- A spherical saddle point: a stationary point of the potential above all couplings. -/
def IsSphericalSaddle (J : ι → ℝ) (T μ : ℝ) : Prop :=
  (∀ k, J k < μ) ∧ HasDerivAt (sphericalPotential J T) 0 μ

/-- Onsager's theory with reaction field `r`: positive susceptibilities `χ k` respond by the
Curie law to the applied field plus the molecular field reduced by `r`, and they obey the
local moment sum rule. -/
def IsOnsagerSolution (J : ι → ℝ) (T r : ℝ) (χ : ι → ℝ) : Prop :=
  (∀ k, 0 < χ k) ∧ (∀ k, χ k = (1 + (J k - r) * χ k) / T) ∧
    T / (Fintype.card ι : ℝ) * ∑ k, χ k = 1

/-- Above all couplings, the slope of the spherical potential is one minus the local moment. -/
theorem hasDerivAt_sphericalPotential (hμ : ∀ k, J k < μ) :
    HasDerivAt (sphericalPotential J T) (1 - localMoment J T μ) μ := by
  have hlog : ∀ k ∈ (univ : Finset ι),
      HasDerivAt (fun x => Real.log (x - J k)) (1 / (μ - J k)) μ := fun k _ =>
    ((hasDerivAt_id' μ).sub_const (J k)).log (sub_pos.2 (hμ k)).ne'
  exact (hasDerivAt_id' μ).fun_sub
    ((HasDerivAt.fun_sum hlog).const_mul (T / (Fintype.card ι : ℝ)))

/-- A multiplier is a spherical saddle point exactly when it lies above all couplings and
the local moment is one. -/
theorem isSphericalSaddle_iff :
    IsSphericalSaddle J T μ ↔ (∀ k, J k < μ) ∧ localMoment J T μ = 1 := by
  constructor
  · rintro ⟨ha, hd⟩
    have h := hd.unique (hasDerivAt_sphericalPotential ha)
    exact ⟨ha, by linarith⟩
  · rintro ⟨ha, hm⟩
    have h := hasDerivAt_sphericalPotential (T := T) ha
    rw [hm, sub_self] at h
    exact ⟨ha, h⟩

/-- Onsager's equations with reaction field `r` hold exactly when `T + r` lies above all
couplings, obeys the sum rule, and sets the susceptibilities to `1/(T + r - J k)`. -/
theorem isOnsagerSolution_iff (hT : 0 < T) {r : ℝ} {χ : ι → ℝ} :
    IsOnsagerSolution J T r χ ↔ (∀ k, J k < T + r) ∧ localMoment J T (T + r) = 1 ∧
      ∀ k, χ k = 1 / (T + r - J k) := by
  constructor
  · rintro ⟨hpos, hr, hs⟩
    have hp : ∀ k, (T + r - J k) * χ k = 1 := by
      intro k
      have h := hr k
      rw [eq_div_iff hT.ne'] at h
      linear_combination h
    -- positive response forces stability
    have ha : ∀ k, J k < T + r := by
      intro k
      by_contra hn
      nlinarith [hp k, mul_nonneg (sub_nonneg.2 (not_lt.1 hn)) (hpos k).le]
    have hχ : ∀ k, χ k = 1 / (T + r - J k) := by
      intro k
      rw [eq_div_iff (sub_pos.2 (ha k)).ne']
      linear_combination hp k
    rw [Finset.sum_congr rfl fun k _ => hχ k] at hs
    exact ⟨ha, hs, hχ⟩
  · rintro ⟨ha, hm, hχ⟩
    refine ⟨fun k => ?_, fun k => ?_, ?_⟩
    · rw [hχ k]
      exact one_div_pos.2 (sub_pos.2 (ha k))
    · have hp : (T + r - J k) * χ k = 1 := by
        rw [hχ k]
        exact mul_one_div_cancel (sub_pos.2 (ha k)).ne'
      rw [eq_div_iff hT.ne']
      linear_combination hp
    · rw [Finset.sum_congr rfl fun k _ => hχ k]
      exact hm

variable [Nonempty ι]

/-- Above all couplings the local moment decreases strictly as the multiplier grows. -/
theorem localMoment_lt (hT : 0 < T) {ν : ℝ} (hμ : ∀ k, J k < μ) (h : μ < ν) :
    localMoment J T ν < localMoment J T μ := by
  have hN : (0 : ℝ) < Fintype.card ι := by exact_mod_cast Fintype.card_pos
  unfold localMoment
  refine mul_lt_mul_of_pos_left ?_ (div_pos hT hN)
  refine Finset.sum_lt_sum_of_nonempty Finset.univ_nonempty fun k _ => ?_
  exact one_div_lt_one_div_of_lt (sub_pos.2 (hμ k)) (by linarith)

/-- The sum rule has a solution between `T/N` and `T` above the largest coupling. -/
theorem exists_multiplier (hT : 0 < T) {m : ι} (hmax : ∀ k, J k ≤ J m) :
    ∃ μ, J m + T / (Fintype.card ι : ℝ) ≤ μ ∧ μ ≤ J m + T ∧ localMoment J T μ = 1 := by
  have h1 : 1 ≤ Fintype.card ι := Fintype.card_pos
  have hN1 : (1 : ℝ) ≤ Fintype.card ι := by exact_mod_cast h1
  have hN0 : (Fintype.card ι : ℝ) ≠ 0 := by linarith
  have hT0 : T ≠ 0 := hT.ne'
  have hTN : 0 < T / (Fintype.card ι : ℝ) := div_pos hT (by linarith)
  have hle : T / (Fintype.card ι : ℝ) ≤ T := div_le_self hT.le hN1
  have hcont : ContinuousOn (localMoment J T)
      (Set.Icc (J m + T / (Fintype.card ι : ℝ)) (J m + T)) := by
    change ContinuousOn (fun x => T / (Fintype.card ι : ℝ) * ∑ k, 1 / (x - J k)) _
    refine continuousOn_const.mul (continuousOn_finsetSum _ fun k _ => ?_)
    refine continuousOn_const.div (continuousOn_id.sub continuousOn_const) fun x hx => ?_
    have h : 0 < x - J k := by linarith [hmax k, hx.1]
    exact h.ne'
  -- at the upper end every mode contributes at most 1/N
  have hup : localMoment J T (J m + T) ≤ 1 := by
    have hs : ∑ k, 1 / (J m + T - J k) ≤ ∑ _k : ι, 1 / T :=
      Finset.sum_le_sum fun k _ => one_div_le_one_div_of_le hT (by linarith [hmax k])
    have he : T / (Fintype.card ι : ℝ) * ∑ _k : ι, 1 / T = 1 := by
      simp only [Finset.sum_const, Finset.card_univ, nsmul_eq_mul]
      field_simp
    exact (mul_le_mul_of_nonneg_left hs hTN.le).trans he.le
  -- at the lower end the strongest mode alone contributes 1
  have hlow : 1 ≤ localMoment J T (J m + T / (Fintype.card ι : ℝ)) := by
    have hs := Finset.single_le_sum
      (f := fun k => 1 / (J m + T / (Fintype.card ι : ℝ) - J k)) (s := univ)
      (fun k _ => by
        have h : 0 < J m + T / (Fintype.card ι : ℝ) - J k := by linarith [hmax k]
        exact (one_div_pos.2 h).le) (Finset.mem_univ m)
    have he : T / (Fintype.card ι : ℝ) *
        (1 / (J m + T / (Fintype.card ι : ℝ) - J m)) = 1 := by
      rw [add_sub_cancel_left, mul_one_div_cancel hTN.ne']
    exact he.ge.trans (mul_le_mul_of_nonneg_left hs hTN.le)
  obtain ⟨μ, hμ, h⟩ := intermediate_value_Icc' (by linarith) hcont ⟨hup, hlow⟩
  exact ⟨μ, hμ.1, hμ.2, h⟩

/-- Exactly one multiplier above all couplings satisfies the local moment sum rule. -/
theorem existsUnique_multiplier (J : ι → ℝ) (hT : 0 < T) :
    ∃! μ, (∀ k, J k < μ) ∧ localMoment J T μ = 1 := by
  obtain ⟨m, hmax⟩ := Finite.exists_max J
  obtain ⟨μ, hlo, -, h⟩ := exists_multiplier hT hmax
  have hN : (0 : ℝ) < Fintype.card ι := by exact_mod_cast Fintype.card_pos
  have hTN := div_pos hT hN
  have ha : ∀ k, J k < μ := fun k => by linarith [hmax k]
  refine ⟨μ, ⟨ha, h⟩, ?_⟩
  rintro ν ⟨hν, h'⟩
  rcases lt_trichotomy ν μ with hlt | heq | hgt
  · linarith [localMoment_lt hT hν hlt]
  · exact heq
  · linarith [localMoment_lt hT ha hgt]

/-- If `μ` lies above all couplings and obeys the sum rule, its excess over `T` plus the mean
coupling is the average of `(μ - J k - T)² / (μ - J k)`. -/
theorem multiplier_gap (hμ : ∀ k, J k < μ) (h : localMoment J T μ = 1) :
    μ - (T + meanCoupling J) =
      (∑ k, (μ - J k - T) ^ 2 / (μ - J k)) / (Fintype.card ι : ℝ) := by
  have hN0 : (Fintype.card ι : ℝ) ≠ 0 := by exact_mod_cast Fintype.card_ne_zero
  have hk : ∀ k, (μ - J k - T) ^ 2 / (μ - J k) =
      μ - J k - 2 * T + T ^ 2 * (1 / (μ - J k)) := by
    intro k
    have hx : μ - J k ≠ 0 := (sub_pos.2 (hμ k)).ne'
    rw [div_eq_iff hx]
    linear_combination (-T ^ 2) * one_div_mul_cancel hx
  have hS : T * ∑ k, 1 / (μ - J k) = (Fintype.card ι : ℝ) := by
    unfold localMoment at h
    rw [div_mul_eq_mul_div, div_eq_iff hN0, one_mul] at h
    exact h
  have hm : (∑ k, J k) / (Fintype.card ι : ℝ) * (Fintype.card ι : ℝ) = ∑ k, J k :=
    div_mul_cancel₀ _ hN0
  rw [Finset.sum_congr rfl fun k _ => hk k, eq_div_iff hN0]
  simp only [meanCoupling, Finset.sum_add_distrib, Finset.sum_sub_distrib,
    ← Finset.mul_sum, Finset.sum_const, Finset.card_univ, nsmul_eq_mul]
  linear_combination (-T) * hS - hm

/-- A multiplier above all couplings that obeys the sum rule is at least `T` plus the mean coupling.
-/
theorem mean_bound (hμ : ∀ k, J k < μ) (h : localMoment J T μ = 1) :
    T + meanCoupling J ≤ μ := by
  have hg := multiplier_gap hμ h
  have h0 : 0 ≤ (∑ k, (μ - J k - T) ^ 2 / (μ - J k)) / (Fintype.card ι : ℝ) :=
    div_nonneg (Finset.sum_nonneg fun k _ =>
      div_nonneg (sq_nonneg _) (sub_pos.2 (hμ k)).le) (Nat.cast_nonneg _)
  linarith

/-- A multiplier above all couplings that obeys the sum rule equals `T` plus the mean coupling
exactly when all couplings are equal. -/
theorem mean_bound_eq_iff (hμ : ∀ k, J k < μ) (h : localMoment J T μ = 1) :
    μ = T + meanCoupling J ↔ ∀ k l, J k = J l := by
  have hN0 : (Fintype.card ι : ℝ) ≠ 0 := by exact_mod_cast Fintype.card_ne_zero
  constructor
  · intro he
    have hg := multiplier_gap hμ h
    rw [sub_eq_zero.2 he, eq_comm, div_eq_zero_iff, or_iff_left hN0] at hg
    -- a vanishing sum of nonnegative terms vanishes term by term
    have hz := (Finset.sum_eq_zero_iff_of_nonneg fun k _ =>
      div_nonneg (sq_nonneg (μ - J k - T)) (sub_pos.2 (hμ k)).le).1 hg
    have hJ : ∀ k, μ - J k - T = 0 := by
      intro k
      have h2 := hz k (Finset.mem_univ k)
      rw [div_eq_zero_iff, or_iff_left (sub_pos.2 (hμ k)).ne'] at h2
      exact pow_eq_zero_iff two_ne_zero |>.1 h2
    intro k l
    linarith [hJ k, hJ l]
  · intro he
    have hg := multiplier_gap hμ h
    obtain ⟨c, hc⟩ : ∃ c, ∀ k, J k = c := ⟨J (Classical.arbitrary ι), fun k => he k _⟩
    have hx : μ - c ≠ 0 := by
      have h2 := hμ (Classical.arbitrary ι)
      rw [hc] at h2
      exact (sub_pos.2 h2).ne'
    simp only [localMoment, hc, Finset.sum_const, Finset.card_univ, nsmul_eq_mul] at h
    rw [← mul_assoc, div_mul_cancel₀ _ hN0, mul_one_div, div_eq_iff hx, one_mul] at h
    simp only [meanCoupling, hc, Finset.sum_const, Finset.card_univ, nsmul_eq_mul]
    rw [mul_div_cancel_left₀ _ hN0]
    linarith

/-- One multiplier `μ`, above all couplings and at least `T` plus their mean, obeys the sum
rule; it is the only spherical saddle point, and Onsager's equations hold exactly for the
reaction field `μ - T` and the susceptibilities `1/(μ - J k)`. -/
theorem spherical_onsager_same_multiplier (J : ι → ℝ) (hT : 0 < T) :
    ∃ μ, (∀ k, J k < μ) ∧ localMoment J T μ = 1 ∧ T + meanCoupling J ≤ μ ∧
      (∀ ν, IsSphericalSaddle J T ν ↔ ν = μ) ∧
      ∀ r χ, IsOnsagerSolution J T r χ ↔ r = μ - T ∧ ∀ k, χ k = 1 / (μ - J k) := by
  obtain ⟨μ, ⟨ha, hm⟩, huniq⟩ := existsUnique_multiplier J hT
  refine ⟨μ, ha, hm, mean_bound ha hm, fun ν => ?_, fun r χ => ?_⟩
  · rw [isSphericalSaddle_iff]
    constructor
    · exact fun h => huniq ν h
    · intro h
      rw [h]
      exact ⟨ha, hm⟩
  · rw [isOnsagerSolution_iff hT]
    constructor
    · rintro ⟨h1, h2, h3⟩
      have he : T + r = μ := huniq (T + r) ⟨h1, h2⟩
      rw [he] at h3
      exact ⟨by linarith, h3⟩
    · rintro ⟨hr, h3⟩
      have he : T + r = μ := by linarith
      rw [he]
      exact ⟨ha, hm, h3⟩

end

end SphericalOnsager
```

```lean
#print axioms SphericalOnsager.mean_bound_eq_iff
#print axioms SphericalOnsager.spherical_onsager_same_multiplier
```

```
'SphericalOnsager.mean_bound_eq_iff' depends on axioms: [propext, Classical.choice, Quot.sound]
'SphericalOnsager.spherical_onsager_same_multiplier' depends on axioms: [propext, Classical.choice, Quot.sound]
```

## How the proof follows the derivation

`hasDerivAt_sphericalPotential` differentiates $\Phi$ term by term. `isSphericalSaddle_iff` then uses uniqueness of the derivative to turn stationarity into $M(\mu)=1$.

In `isOnsagerSolution_iff`, `linear_combination` rearranges the response equation into $(T+r-J_k)\chi_k=1$. The call to `nlinarith` excludes $J_k\ge T+r$, where the left side would be at most zero.

`localMoment_lt` compares the sums term by term. `exists_multiplier` proves the two end estimates as `hup` and `hlow`, and `intermediate_value_Icc'` supplies the crossing for a function that goes from at least one to at most one. `existsUnique_multiplier` picks a largest coupling and excludes a second solution on either side by strict monotonicity.

`multiplier_gap` is the identity for $\mu-\bar J-T$: `hk` expands each square and `hS` is the sum rule multiplied by $N$. `mean_bound` reads off the sign. `mean_bound_eq_iff` uses the fact that a vanishing sum of nonnegative terms vanishes term by term. The final theorem takes the unique $\mu$ and rewrites both theories with their equivalences; `huniq` identifies every saddle point, and every $T+r$, with it.
